# Polynomial refinement of an inverse factor of a symmetric overlap matrix: the new error is $d^{m+1}q_m(d)$

## Overlap, factor, error and the two polynomials

Let $S$ be the overlap matrix of finitely many real basis functions labelled by the index type `n`. A real matrix $Z$ has rows in `n` and columns in a second index type `r`; each column holds the expansion coefficients of one new function, so $Z^TSZ$ is the overlap matrix of the new functions.

In Lean 4 with Mathlib:

```lean
import Mathlib

open Polynomial Matrix Finset

namespace InverseFactorRefinement

noncomputable section

variable {n r : Type*} [Fintype n] [Fintype r] [DecidableEq r]
```

For $k=0,1,2,\dots$ put $c_k=\binom{2k}{k}/4^k$, so $c_0=1$, $c_1=\tfrac12$, $c_2=\tfrac38$.

```lean
/-- The coefficient `c_k = binomial(2k, k) / 4^k`. -/
def coef (k : ℕ) : ℝ := ((2 * k).choose k : ℝ) / 4 ^ k
```

For an order $m\ge0$ the refinement polynomial is $p_m(x)=\sum_{k=0}^m c_kx^k$; `range (m + 1)` runs over $k=0,\dots,m$, and `C` makes a number a constant polynomial. That $p_m$ truncates the Taylor series of $(1-x)^{-1/2}$ is background here and enters no proof below.

```lean
/-- The refinement polynomial `p_m(x) = ∑_{k=0}^m binomial(2k, k) (x/4)^k`. -/
def refinePoly (m : ℕ) : ℝ[X] := ∑ k ∈ range (m + 1), C (coef k) * X ^ k
```

The remainder polynomial is
$$q_m(x)=\sum_{k=0}^m\frac{(2m+1)\,c_mc_k}{m+k+1}\,x^k .$$

```lean
/-- The coefficient `(2m+1) c_m c_k / (m+k+1)`. -/
def remCoef (m k : ℕ) : ℝ := (2 * (m : ℝ) + 1) * coef m * coef k / ((m : ℝ) + k + 1)

/-- The remainder polynomial `q_m(x) = ∑_{k=0}^m (2m+1) c_m c_k x^k / (m+k+1)`. -/
def remPoly (m : ℕ) : ℝ[X] := ∑ k ∈ range (m + 1), C (remCoef m k) * X ^ k
```

The error $d=I-Z^TSZ$ vanishes exactly when the new functions are orthonormal.

```lean
/-- The factorization error `d = I - Zᵀ S Z` of a factor `Z` for the overlap matrix `S`. -/
def err (S : Matrix n n ℝ) (Z : Matrix n r ℝ) : Matrix r r ℝ := 1 - Zᵀ * S * Z
```

The update is $Y=Z\,p_m(d)$, where `aeval` substitutes a matrix into a polynomial.

```lean
/-- The refined factor `Y = Z p_m(d)` with `d = I - Zᵀ S Z`. -/
def refine (m : ℕ) (S : Matrix n n ℝ) (Z : Matrix n r ℝ) : Matrix n r ℝ :=
  Z * aeval (err S Z) (refinePoly m)
```

In electronic structure a square $Z$ with $d=0$ turns the generalised eigenproblem for a Hamiltonian matrix $H$ and overlap $S$ into the ordinary one for $Z^THZ$. The update is built from a transpose and from matrix products, sums and scalar multiples; no matrix is inverted or diagonalised. It does not bring every $Z$ closer to such a factor: for $m=0$ it leaves $Z$ unchanged, and for $m\ge1$ the bound proved below guarantees a smaller modulus for an eigenvalue $\mu$ of $d$ with $0<|\mu|<1$. The results below describe one update in a finite real basis, in exact arithmetic and with no matrix elements discarded.

## The scalar identity

Dividing $(k+1)\binom{2k+2}{k+1}=2(2k+1)\binom{2k}{k}$ by $2\cdot4^k$ gives $2(k+1)c_{k+1}=(2k+1)c_k$. The `linear_combination` line performs this division on Mathlib's `Nat.succ_mul_centralBinom_succ`.

```lean
/-- The recurrence `2(k+1) c_{k+1} = (2k+1) c_k`. -/
theorem coef_succ (k : ℕ) :
    2 * ((k : ℝ) + 1) * coef (k + 1) = (2 * (k : ℝ) + 1) * coef k := by
  have h := Nat.succ_mul_centralBinom_succ k
  rw [Nat.centralBinom_eq_two_mul_choose, Nat.centralBinom_eq_two_mul_choose] at h
  have h' : ((k : ℝ) + 1) * ((2 * (k + 1)).choose (k + 1) : ℝ)
      = 2 * (2 * (k : ℝ) + 1) * ((2 * k).choose k : ℝ) := by exact_mod_cast h
  unfold coef
  linear_combination (1 / (2 * 4 ^ k)) * h'
```

Next, $p_m-2(1-x)p_m'=(2m+1)c_mx^m$. At $m=0$ both sides are $1$. Adding the term $c_{m+1}x^{m+1}$ to $p_m$ changes the left side by
$$c_{m+1}x^{m+1}-2(1-x)(m+1)c_{m+1}x^m=(2m+3)c_{m+1}x^{m+1}-2(m+1)c_{m+1}x^m ,$$
and by the recurrence the last term cancels $(2m+1)c_mx^m$. This cancellation is `ih - X ^ m * hc`.

```lean
/-- The differential identity `p_m - 2(1-x) p_m' = (2m+1) c_m x^m`. -/
theorem refinePoly_ode (m : ℕ) :
    refinePoly m - 2 * (1 - X) * derivative (refinePoly m)
      = C ((2 * (m : ℝ) + 1) * coef m) * X ^ m := by
  induction m with
  | zero => simp [refinePoly, coef]
  | succ m ih =>
    have step : refinePoly (m + 1) = refinePoly m + C (coef (m + 1)) * X ^ (m + 1) :=
      Finset.sum_range_succ _ _
    have hc := congrArg (fun t : ℝ => (C t : ℝ[X])) (coef_succ m)
    rw [step, derivative_add, derivative_C_mul_X_pow, Nat.add_sub_cancel]
    simp only [map_mul, map_add, map_natCast, map_one, map_ofNat, Nat.cast_add,
      Nat.cast_one] at ih hc ⊢
    -- the terms in `x^m` cancel by the recurrence
    linear_combination ih - X ^ m * hc
```

Differentiating,
$$\bigl[1-(1-x)p_m^2\bigr]'=p_m\bigl[p_m-2(1-x)p_m'\bigr]=(2m+1)c_mx^mp_m .$$
The product $x^{m+1}q_m$ has terms in $x^{m+k+1}$, whose differentiation removes the denominators $m+k+1$ and gives the same polynomial (`hd`). Both expressions vanish at $x=0$, the first because $p_m(0)=1$ (`hp0`). Their difference has zero derivative and zero value at $0$, so it is zero (`hzero`):
$$1-(1-x)p_m(x)^2=x^{m+1}q_m(x).$$

```lean
/-- The polynomial identity `1 - (1-x) p_m(x)^2 = x^(m+1) q_m(x)`. -/
theorem scalar_error (m : ℕ) :
    1 - (1 - X) * refinePoly m ^ 2 = X ^ (m + 1) * remPoly m := by
  -- a polynomial with zero derivative and zero value at 0 vanishes
  have hzero : ∀ f : ℝ[X], derivative f = 0 → f.eval 0 = 0 → f = 0 := by
    intro f h h0
    ext j
    cases j with
    | zero => rw [coeff_zero_eq_eval_zero, h0, coeff_zero]
    | succ j =>
      have h1 : (derivative f).coeff j = 0 := by rw [h, coeff_zero]
      rw [coeff_derivative] at h1
      have hj : (j : ℝ) + 1 ≠ 0 := by positivity
      rw [coeff_zero]
      exact (mul_eq_zero.1 h1).resolve_right hj
  have hp0 : (refinePoly m).eval 0 = 1 := by
    rw [refinePoly, Polynomial.eval_finsetSum, Finset.sum_range_succ']
    simp [coef]
  -- `x^(m+1) q_m` is the primitive of `(2m+1) c_m x^m p_m`
  have hd : derivative (X ^ (m + 1) * remPoly m)
      = C ((2 * (m : ℝ) + 1) * coef m) * X ^ m * refinePoly m := by
    unfold remPoly refinePoly
    rw [Finset.mul_sum, Finset.mul_sum, map_sum]
    refine Finset.sum_congr rfl fun k _ => ?_
    have h1 : (X : ℝ[X]) ^ (m + 1) * (C (remCoef m k) * X ^ k)
        = C (remCoef m k) * X ^ (m + k + 1) := by ring
    have h2 : remCoef m k * ((m + k + 1 : ℕ) : ℝ) = (2 * (m : ℝ) + 1) * coef m * coef k := by
      have hne : (m : ℝ) + k + 1 ≠ 0 := by positivity
      unfold remCoef
      push_cast
      exact div_mul_cancel₀ _ hne
    rw [h1, derivative_C_mul_X_pow, Nat.add_sub_cancel, h2, C_mul]
    ring
  apply sub_eq_zero.1
  apply hzero
  · rw [derivative_sub, hd, ← refinePoly_ode]
    simp only [derivative_sub, derivative_mul, derivative_one, derivative_X, pow_two]
    ring
  · simp [hp0]
```

## From polynomials to matrices

Since $(d^j)^T=(d^T)^j$ and transposition is linear, $p(d)^T=p(d^T)$ for every real polynomial $p$.

```lean
/-- The transpose of a polynomial of a matrix is the polynomial of the transpose. -/
theorem aeval_transpose (d : Matrix r r ℝ) (p : ℝ[X]) : (aeval d p)ᵀ = aeval dᵀ p := by
  refine Polynomial.induction_on' p ?_ ?_
  · intro p q hp hq
    rw [map_add, map_add, transpose_add, hp, hq]
  · intro j a
    rw [aeval_monomial, aeval_monomial, ← Algebra.smul_def, ← Algebra.smul_def,
      transpose_smul, transpose_pow]
```

Now assume `S.IsSymm`, the property $S_{ab}=S_{ba}$ of overlap integrals between real functions $a$ and $b$. Then $d^T=d$ (`hd`), so $p_m(d)$ is symmetric, and
$$I-Y^TSY=I-p_m(d)\,Z^TSZ\,p_m(d)=I-p_m(d)(I-d)p_m(d)=d^{m+1}q_m(d).$$
The last equality substitutes $d$ into the scalar identity, arranged as $1-p_m(1-x)p_m$ in `h0`. The theorem needs neither positive definiteness of $S$, nor smallness of $d$, nor a square $Z$. Complex Hermitian overlaps are not treated.

```lean
/-- For symmetric `S` and any (square or rectangular) `Z` with error `d = I - Zᵀ S Z`, the
refined factor `Y = Z p_m(d)` has error `I - Yᵀ S Y = d^(m+1) q_m(d)`. -/
theorem err_refine (m : ℕ) (S : Matrix n n ℝ) (hS : S.IsSymm) (Z : Matrix n r ℝ) :
    err S (refine m S Z) = err S Z ^ (m + 1) * aeval (err S Z) (remPoly m) := by
  have hd : (err S Z)ᵀ = err S Z := by
    simp [err, transpose_sub, transpose_mul, hS.eq, Matrix.mul_assoc]
  have h0 : 1 - refinePoly m * (1 - X) * refinePoly m = X ^ (m + 1) * remPoly m := by
    rw [← scalar_error]
    ring
  have h := congrArg (fun p : ℝ[X] => aeval (err S Z) p) h0
  simp only [map_sub, map_mul, map_pow, map_one, aeval_X] at h
  have hz : 1 - err S Z = Zᵀ * S * Z := by simp [err]
  rw [← h, hz]
  -- `Yᵀ S Y = p(d) (Zᵀ S Z) p(d)` since `p(d)` is symmetric
  show 1 - (Z * aeval (err S Z) (refinePoly m))ᵀ * S * (Z * aeval (err S Z) (refinePoly m)) = _
  rw [transpose_mul, aeval_transpose, hd]
  simp only [Matrix.mul_assoc]
```

In the existence form, $q$ is chosen before the sizes $N$ and $R$ and before the matrices $S$ ($N\times N$) and $Z$ ($N\times R$), so it depends on $m$ only. The witness is `remPoly m`, and square factors are the case $N=R$.

```lean
/-- For each `m` there is one real polynomial `q` such that for all symmetric `S` and all `Z`
the factor `Y = Z p_m(d)` satisfies `I - Yᵀ S Y = d^(m+1) q(d)`, where `d = I - Zᵀ S Z`. -/
theorem exists_remainder (m : ℕ) :
    ∃ q : ℝ[X], ∀ (N R : ℕ) (S : Matrix (Fin N) (Fin N) ℝ) (Z : Matrix (Fin N) (Fin R) ℝ),
      S.IsSymm → 1 - (refine m S Z)ᵀ * S * refine m S Z
        = err S Z ^ (m + 1) * aeval (err S Z) q :=
  ⟨remPoly m, fun _ _ S Z hS => err_refine m S hS Z⟩
```

## Size of the new error

At $x=0$ only the $k=0$ term survives: $q_m(0)=(2m+1)c_m/(m+1)=2c_{m+1}>0$ by the recurrence. The scalar error $x^{m+1}q_m(x)$ therefore starts with a nonzero term in $x^{m+1}$.

```lean
/-- The remainder polynomial has `q_m(0) = 2 c_{m+1}`, and this value is positive. -/
theorem remPoly_eval_zero (m : ℕ) :
    (remPoly m).eval 0 = 2 * coef (m + 1) ∧ 0 < 2 * coef (m + 1) := by
  constructor
  · have h : (remPoly m).eval 0 = remCoef m 0 := by
      rw [remPoly, Polynomial.eval_finsetSum, Finset.sum_range_succ']
      simp
    have c0 : coef 0 = 1 := by simp [coef]
    rw [h, remCoef, c0, ← coef_succ, div_eq_iff (by positivity)]
    push_cast
    ring
  · have h := Nat.choose_pos (show m + 1 ≤ 2 * (m + 1) by omega)
    have h' : 0 < coef (m + 1) := div_pos (by exact_mod_cast h) (by positivity)
    linarith
```

Setting $x=1$ in the scalar identity gives $q_m(1)=1$ (`h1`). The coefficients of $q_m$ are nonnegative, so for $|x|\le1$ the triangle inequality bounds $|q_m(x)|$ by their sum, which is $q_m(1)$. The `calc` block is this chain.

```lean
/-- On `[-1, 1]` the remainder polynomial obeys `|q_m(x)| ≤ 1`. -/
theorem abs_remPoly_le (m : ℕ) (x : ℝ) (hx : |x| ≤ 1) : |(remPoly m).eval x| ≤ 1 := by
  have hs : ∀ y : ℝ, (remPoly m).eval y = ∑ k ∈ range (m + 1), remCoef m k * y ^ k := by
    intro y
    rw [remPoly, Polynomial.eval_finsetSum]
    simp only [eval_mul, eval_C, eval_pow, eval_X]
  have h1 : (remPoly m).eval 1 = 1 := by
    have h := congrArg (eval (1 : ℝ)) (scalar_error m)
    simp only [eval_sub, eval_mul, eval_pow, eval_X, eval_one, sub_self, zero_mul, sub_zero,
      one_pow, one_mul] at h
    exact h.symm
  -- nonnegative coefficients give `|q(x)| ≤ q(1) = 1`
  calc |(remPoly m).eval x| ≤ ∑ k ∈ range (m + 1), |remCoef m k * x ^ k| := by
        rw [hs]
        exact Finset.abs_sum_le_sum_abs _ _
    _ ≤ ∑ k ∈ range (m + 1), remCoef m k * 1 ^ k := by
        refine Finset.sum_le_sum fun k _ => ?_
        have hk : 0 ≤ remCoef m k := by
          unfold remCoef coef
          positivity
        rw [abs_mul, abs_of_nonneg hk, abs_pow]
        exact mul_le_mul_of_nonneg_left (pow_le_pow_left₀ (abs_nonneg x) hx k) hk
    _ = 1 := by rw [← hs, h1]
```

Let $S$ be symmetric, as before, and let $dv=\mu v$ for a real vector $v$ and a real number $\mu$. Then $d^jv=\mu^jv$ (`hpow`) and $p(d)v=p(\mu)v$ (`hpoly`), so the new error multiplies $v$ by $\mu^{m+1}q_m(\mu)$. The assumed condition $|\mu|\le1$ says that $Z^TSZ$ multiplies $v$ by $1-\mu\in[0,2]$, a requirement on the quality and scaling of the starting factor, and it yields modulus at most $|\mu|^{m+1}$. At $\mu=1$, where $Z^TSZv=0$, the multiplier stays $1$: a linear dependence among the new functions is not repaired. The statement concerns one eigenvector and one update; it contains no norm bound and no convergence claim for repeated updates.

```lean
/-- If `d v = μ v` with `|μ| ≤ 1`, the error of the refined factor multiplies `v` by
`μ^(m+1) q_m(μ)`, whose modulus is at most `|μ|^(m+1)`. -/
theorem err_refine_eigen (m : ℕ) (S : Matrix n n ℝ) (hS : S.IsSymm) (Z : Matrix n r ℝ)
    (v : r → ℝ) (μ : ℝ) (hv : err S Z *ᵥ v = μ • v) (hμ : |μ| ≤ 1) :
    err S (refine m S Z) *ᵥ v = (μ ^ (m + 1) * (remPoly m).eval μ) • v ∧
      |μ ^ (m + 1) * (remPoly m).eval μ| ≤ |μ| ^ (m + 1) := by
  constructor
  · have hpow : ∀ j : ℕ, (err S Z ^ j) *ᵥ v = μ ^ j • v := by
      intro j
      induction j with
      | zero => simp
      | succ j ih =>
        rw [pow_succ, ← Matrix.mulVec_mulVec, hv, Matrix.mulVec_smul, ih, smul_smul,
          pow_succ' μ]
    have hpoly : ∀ p : ℝ[X], aeval (err S Z) p *ᵥ v = p.eval μ • v := by
      intro p
      refine Polynomial.induction_on' p ?_ ?_
      · intro p q hp hq
        rw [map_add, Matrix.add_mulVec, hp, hq, eval_add, add_smul]
      · intro j a
        rw [aeval_monomial, ← Algebra.smul_def, Matrix.smul_mulVec, hpow, smul_smul,
          eval_monomial]
    have h := hpoly (X ^ (m + 1) * remPoly m)
    simp only [map_mul, map_pow, aeval_X, eval_mul, eval_pow, eval_X] at h
    rw [err_refine m S hS Z, h]
  · rw [abs_mul, abs_pow]
    exact mul_le_of_le_one_right (by positivity) (abs_remPoly_le m μ hμ)
```

## The lowest orders and a two-function example

For $m=0$ the definitions give $p_0=q_0=1$, so $Y=Z$ and the error remains $d$. For $m=1$, $p_1=1+\tfrac12x$ and $q_1=\tfrac34+\tfrac14x$, evaluated at $d$ in `h1` and `h2`, so for symmetric $S$ the factor $Z(I+\tfrac12d)$ has error $\tfrac34d^2+\tfrac14d^3$.

Take two normalised functions with overlap $\tfrac12$ and $Z=I$:
$$S=\begin{pmatrix}1&\frac12\\ \frac12&1\end{pmatrix},\quad d=\begin{pmatrix}0&-\frac12\\ -\frac12&0\end{pmatrix},\quad Y=\begin{pmatrix}1&-\frac14\\ -\frac14&1\end{pmatrix}.$$
Here $d^2=\tfrac14I$ and $d^3=\tfrac14d$, so the formula gives $\tfrac3{16}I+\tfrac1{16}d$, with diagonal $\tfrac3{16}$ and off-diagonal $-\tfrac1{32}$. Direct multiplication agrees: $SY$ has diagonal $\tfrac78$ and off-diagonal $\tfrac14$, and $Y^TSY$ has $\tfrac{13}{16}$ and $\tfrac1{32}$. On $(1,1)/\sqrt2$ the error eigenvalue goes from $-\tfrac12$ to $\tfrac5{32}$, and on $(1,-1)/\sqrt2$ from $\tfrac12$ to $\tfrac7{32}$, both below $|\mu|^2=\tfrac14$.

```lean
/-- The case `m = 1`: the factor `Z (I + d/2)` has error `(3/4) d^2 + (1/4) d^3`. -/
theorem err_refine_one (S : Matrix n n ℝ) (hS : S.IsSymm) (Z : Matrix n r ℝ) :
    err S (Z * (1 + (1 / 2 : ℝ) • err S Z))
      = (3 / 4 : ℝ) • err S Z ^ 2 + (1 / 4 : ℝ) • err S Z ^ 3 := by
  have c0 : coef 0 = 1 := by simp [coef]
  have c1 : coef 1 = 1 / 2 := by norm_num [coef, Nat.choose]
  have r0 : remCoef 1 0 = 3 / 4 := by norm_num [remCoef, c0, c1]
  have r1 : remCoef 1 1 = 1 / 4 := by norm_num [remCoef, c1]
  have h1 : aeval (err S Z) (refinePoly 1) = 1 + (1 / 2 : ℝ) • err S Z := by
    rw [refinePoly, Finset.sum_range_succ, Finset.sum_range_one, c0, c1]
    simp [Algebra.smul_def]
  have h2 : aeval (err S Z) (remPoly 1)
      = (3 / 4 : ℝ) • (1 : Matrix r r ℝ) + (1 / 4 : ℝ) • err S Z := by
    rw [remPoly, Finset.sum_range_succ, Finset.sum_range_one, r0, r1]
    simp [Algebra.smul_def]
  have h : err S (Z * aeval (err S Z) (refinePoly 1))
      = err S Z ^ 2 * aeval (err S Z) (remPoly 1) := err_refine 1 S hS Z
  have h3 : err S Z ^ 3 = err S Z ^ 2 * err S Z := pow_succ _ 2
  rw [h1, h2] at h
  rw [h, h3, mul_add, mul_smul_comm, mul_smul_comm, mul_one]

end

end InverseFactorRefinement
```

```lean
#print axioms InverseFactorRefinement.err_refine
#print axioms InverseFactorRefinement.remPoly_eval_zero
#print axioms InverseFactorRefinement.err_refine_eigen
#print axioms InverseFactorRefinement.err_refine_one
```

```
'InverseFactorRefinement.err_refine' depends on axioms: [propext, Classical.choice, Quot.sound]
'InverseFactorRefinement.remPoly_eval_zero' depends on axioms: [propext, Classical.choice, Quot.sound]
'InverseFactorRefinement.err_refine_eigen' depends on axioms: [propext, Classical.choice, Quot.sound]
'InverseFactorRefinement.err_refine_one' depends on axioms: [propext, Classical.choice, Quot.sound]
```
